# A ring of n Ising spins with unit couplings, an odd number of them antiferromagnetic, has energy at least 2 − n

Take three spins $s_0,s_1,s_2=\pm1$ on a triangle, with antiferromagnetic couplings of unit strength. The energy is

$$E=s_0s_1+s_1s_2+s_2s_0 .$$

Each bond would like its product to be $-1$. If all three succeeded, the bond products would multiply to $-1$. But each spin occurs twice in that product, so

$$(s_0s_1)(s_1s_2)(s_2s_0)=s_0^2s_1^2s_2^2=1 .$$

At least one bond therefore has product $+1$, and $E\ge -1-1+1=-1$. This is $2-n$ for $n=3$. The same count of signs works on a ring of any length, with ferromagnetic and antiferromagnetic bonds mixed, as long as the number of antiferromagnetic bonds is odd.

## Spins, bonds and energy on the ring

The sites are the integers modulo $n$, written `ZMod n`, so that site $n-1$ is followed by site $0$. The assumption `NeZero n` says $n\ge1$.

In Lean 4 with Mathlib:

```lean
import Mathlib

open Finset

namespace FrustratedRing

noncomputable section

variable {n : ℕ} [NeZero n]
```

A configuration $s$ gives each site a spin in `ℤˣ`, the invertible integers, which are exactly $1$ and $-1$. Bond $i$ joins sites $i$ and $i+1$, and its product is $b_i=s_is_{i+1}$. For $n=2$ the two bonds join the same pair of sites, and for $n=1$ the single bond joins the site to itself; the results hold there too.

```lean
/-- The product of the two neighbouring spins joined by bond `i` of the ring. -/
def bond (s : ZMod n → ℤˣ) (i : ZMod n) : ℤˣ := s i * s (i + 1)
```

Energies and averages are real numbers, so the same product is also needed as a real number.

```lean
/-- The bond product as a real number. -/
def bondValue (s : ZMod n → ℤˣ) (i : ZMod n) : ℝ := ((bond s i : ℤ) : ℝ)
```

Let $F$ be the set of antiferromagnetic bonds and $|F|$ their number. The product that the coupling on bond $i$ favours is $\varepsilon_i=-1$ for $i\in F$ and $\varepsilon_i=1$ otherwise. A bond is satisfied when $b_i=\varepsilon_i$.

```lean
/-- The bond product favoured by the coupling: `-1` on the antiferromagnetic bonds `F`,
`1` on the ferromagnetic ones. -/
def preferred (F : Finset (ZMod n)) (i : ZMod n) : ℤˣ := if i ∈ F then -1 else 1
```

For any real numbers $c_i$ attached to the bonds, define

$$E_F(c)=\sum_{i\in F}c_i-\sum_{i\notin F}c_i .$$

With $c_i=b_i$ this is the energy of the configuration. The unit of energy is the magnitude of the pair interaction, which is taken to be the same on every bond; there is no field. Unequal strengths and couplings beyond the ring are not treated.

```lean
/-- The sum of the bond quantities `c` over `F` minus their sum over the remaining bonds: when `c`
gives the bond products of a spin configuration, its energy on a ring with unit couplings,
antiferromagnetic exactly on `F`. -/
def ringEnergy (F : Finset (ZMod n)) (c : ZMod n → ℝ) : ℝ :=
  ∑ i ∈ F, c i - ∑ i ∈ Fᶜ, c i
```

Given a weight $p(s)$ for each of the $2^n$ configurations, the nearest-neighbour correlation is $\langle b_i\rangle=\sum_s p(s)\,b_i(s)$. The definition accepts any real weights; positivity and normalisation enter later as hypotheses.

```lean
/-- The nearest-neighbour correlation on bond `i` for weights `p` on the spin configurations. -/
def correlation (p : (ZMod n → ℤˣ) → ℝ) (i : ZMod n) : ℝ := ∑ s, p s * bondValue s i
```

## Why one bond must stay unsatisfied

Multiply the bond products around the ring:

$$\prod_i b_i=\prod_i s_i\prod_i s_{i+1}=\Big(\prod_i s_i\Big)^2=1 .$$

The second equality holds because shifting every site by one only permutes the factors. In the proof this is `hshift`, and `Int.units_mul_self` supplies the fact that a sign squares to one.

```lean
/-- The bond products around a closed ring multiply to one. -/
theorem prod_bond (s : ZMod n → ℤˣ) : ∏ i, bond s i = 1 := by
  have hshift : ∏ i, s (i + 1) = ∏ i, s i := Equiv.prod_comp (Equiv.addRight (1 : ZMod n)) s
  simp only [bond]
  rw [Finset.prod_mul_distrib, hshift, Int.units_mul_self]
```

The favoured products contain one factor $-1$ for each bond in $F$, so $\prod_i\varepsilon_i=(-1)^{|F|}$.

```lean
/-- The favoured bond products multiply to `-1` raised to the number of
antiferromagnetic bonds. -/
theorem prod_preferred (F : Finset (ZMod n)) : ∏ i, preferred F i = (-1) ^ F.card := by
  simp only [preferred]
  rw [Finset.prod_ite_mem, Finset.univ_inter, Finset.prod_const]
```

Suppose now that $|F|$ is odd and every bond is satisfied. Then $b_i=\varepsilon_i$ for all $i$, and multiplying gives $1=(-1)^{|F|}=-1$, a contradiction. The proof assumes that no unsatisfied bond exists, equates the two products in `hp`, and reaches the same false equation.

```lean
/-- With an odd number of antiferromagnetic bonds, every spin configuration leaves
some bond unsatisfied. -/
theorem exists_unsatisfied (F : Finset (ZMod n)) (hF : Odd F.card) (s : ZMod n → ℤˣ) :
    ∃ k, bond s k ≠ preferred F k := by
  by_contra h
  have hall : ∀ i, bond s i = preferred F i := fun i => by
    by_contra hi
    exact h ⟨i, hi⟩
  have hp : ∏ i, bond s i = ∏ i, preferred F i := Finset.prod_congr rfl (fun i _ => hall i)
  rw [prod_bond, prod_preferred, hF.neg_one_pow] at hp
  exact absurd hp (by decide)
```

## From unsatisfied bonds to the energy bound

Since $\varepsilon_i=-1$ on $F$ and $+1$ elsewhere, the energy is $-\sum_i\varepsilon_ib_i$. A satisfied bond has $\varepsilon_ib_i=1$ and contributes $-1$; an unsatisfied one contributes $+1$. The proof checks this separately on $F$ (`h1`) and on its complement (`h2`), trying both values of $b_i$ in each.

```lean
/-- Each satisfied bond contributes `-1` to the energy and each unsatisfied bond `1`. -/
theorem ringEnergy_eq_count (F : Finset (ZMod n)) (s : ZMod n → ℤˣ) :
    ringEnergy F (bondValue s) = ∑ i, (if bond s i = preferred F i then (-1 : ℝ) else 1) := by
  have hne : (1 : ℤˣ) ≠ -1 := by decide
  have h1 : ∑ i ∈ F, (if bond s i = preferred F i then (-1 : ℝ) else 1)
      = ∑ i ∈ F, bondValue s i := by
    refine Finset.sum_congr rfl (fun i hi => ?_)
    rcases Int.units_eq_one_or (bond s i) with h | h <;>
      simp [preferred, bondValue, h, hi, hne]
  have h2 : ∑ i ∈ Fᶜ, (if bond s i = preferred F i then (-1 : ℝ) else 1)
      = -∑ i ∈ Fᶜ, bondValue s i := by
    rw [← Finset.sum_neg_distrib]
    refine Finset.sum_congr rfl (fun i hi => ?_)
    have hi' : i ∉ F := Finset.mem_compl.mp hi
    rcases Int.units_eq_one_or (bond s i) with h | h <;>
      simp [preferred, bondValue, h, hi', hne.symm]
  rw [← Finset.sum_add_sum_compl F, h1, h2, ringEnergy, sub_eq_add_neg]
```

Let $e_i=\mp1$ be the contribution of bond $i$, with the upper sign for a satisfied bond. Measured from the fully satisfied value $-n$, the energy is

$$E+n=\sum_i(e_i+1),$$

where every term is $0$ or $2$. For odd $|F|$ there is an unsatisfied bond $k$, whose term is $2$, so $E+n\ge2$. The lemma `Finset.single_le_sum` says that one term of a sum of nonnegative terms is at most the whole sum.

```lean
/-- For an odd set `F` of bonds, the signed sum of bond products is at least `2 - n`
in every spin configuration. -/
theorem ringEnergy_ge (F : Finset (ZMod n)) (hF : Odd F.card) (s : ZMod n → ℤˣ) :
    2 - (n : ℝ) ≤ ringEnergy F (bondValue s) := by
  obtain ⟨k, hk⟩ := exists_unsatisfied F hF s
  rw [ringEnergy_eq_count]
  -- measured from the fully satisfied value, the unsatisfied bond alone costs 2
  have hle := Finset.single_le_sum
    (f := fun i => (if bond s i = preferred F i then (-1 : ℝ) else 1) + 1)
    (fun i _ => by split_ifs <;> norm_num) (Finset.mem_univ k)
  simp only [if_neg hk, Finset.sum_add_distrib, Finset.sum_const, Finset.card_univ,
    ZMod.card, nsmul_eq_mul, mul_one] at hle
  linarith
```

## The same bound for correlations

Let $p(s)\ge0$ and $\sum_sp(s)=1$. The energy is linear in the bond quantities, so exchanging the sums over bonds and configurations gives

$$E_F(\langle b\rangle)=\sum_sp(s)\,E_F(b(s))\ge\sum_sp(s)\,(2-n)=2-n .$$

The exchange is `hlin`, and the `calc` block carries out the inequality. No temperature or equilibrium is assumed: a Boltzmann distribution is one choice of $p$ among many.

The order of the steps matters. Averaging first and then multiplying the correlations around the ring fails, because $\prod_i\langle b_i\rangle$ need not be $1$. For independent, unbiased spins on a triangle, all three correlations vanish. The proof here obtains the bound in each configuration first and averages afterwards.

```lean
/-- For an odd set `F` of bonds, the signed sum of nearest-neighbour correlations is at least
`2 - n` in every probability distribution of the spins. -/
theorem correlation_ge (F : Finset (ZMod n)) (hF : Odd F.card)
    (p : (ZMod n → ℤˣ) → ℝ) (hp : ∀ s, 0 ≤ p s) (hsum : ∑ s, p s = 1) :
    2 - (n : ℝ) ≤ ringEnergy F (correlation p) := by
  -- the energy is linear in the correlations
  have hlin : ringEnergy F (correlation p) = ∑ s, p s * ringEnergy F (bondValue s) := by
    simp only [ringEnergy, correlation, mul_sub, Finset.mul_sum, Finset.sum_sub_distrib]
    congr 1 <;> exact Finset.sum_comm
  rw [hlin]
  calc 2 - (n : ℝ) = ∑ s, p s * (2 - (n : ℝ)) := by rw [← Finset.sum_mul, hsum, one_mul]
    _ ≤ ∑ s, p s * ringEnergy F (bondValue s) :=
        Finset.sum_le_sum (fun s _ => mul_le_mul_of_nonneg_left (ringEnergy_ge F hF s) (hp s))
```

In a cluster expansion of a binary alloy, with $\pm1$ marking the species on a site, this is a necessary condition on the pair correlations around a closed loop of sites, though the inequality for a single $F$ does not guarantee that they can be realised. For $n=4$ and $|F|=1$ it is a CHSH inequality for four $\pm1$ outcomes that have a joint distribution, an assumption which quantum correlations can violate.

## Building spins from bond signs

To show that the bound is attained, one needs configurations with prescribed bond products. Let signs $b_0,\dots,b_{n-1}$ satisfy $\prod_ib_i=1$, and set

$$s_i=\prod_{j=0}^{i-1}b_j,\qquad s_0=1 .$$

For $i<n-1$ we have $s_{i+1}=s_ib_i$, hence $s_is_{i+1}=s_i^2b_i=b_i$. On the closing bond, $s_{n-1}b_{n-1}$ is the product of all the signs, which is $1=s_0$. So $s_{i+1}=s_ib_i$ holds there too, and the bond again has product $b_{n-1}$.

In the proof, `hr` rewrites the product over the ring as a product over $0,\dots,n-1$. The relation $s_{i+1}=s_ib_i$ is `hstep`, whose two cases are the ordinary bonds and the closing bond.

```lean
/-- Every assignment of signs to the bonds with total product one comes from a spin
configuration. -/
theorem exists_spins (b : ZMod n → ℤˣ) (hb : ∏ i, b i = 1) :
    ∃ s : ZMod n → ℤˣ, ∀ i, bond s i = b i := by
  have hr : ∏ j ∈ range n, b (j : ZMod n) = 1 := by
    refine Eq.trans ?_ hb
    refine Finset.prod_nbij' (fun j : ℕ => (j : ZMod n)) ZMod.val ?_ ?_ ?_ ?_ ?_
    · intro j _
      exact Finset.mem_univ _
    · intro i _
      exact Finset.mem_range.mpr (ZMod.val_lt i)
    · intro j hj
      show (j : ZMod n).val = j
      rw [ZMod.val_natCast, Nat.mod_eq_of_lt (Finset.mem_range.mp hj)]
    · intro i _
      exact ZMod.natCast_zmod_val i
    · intro j _
      rfl
  -- each spin is the product of the bond signs between site 0 and its own site
  refine ⟨fun i => ∏ j ∈ range i.val, b (j : ZMod n), fun i => ?_⟩
  have hi : i + 1 = ((i.val + 1 : ℕ) : ZMod n) := by
    rw [Nat.cast_add, ZMod.natCast_zmod_val, Nat.cast_one]
  have hsucc : ∏ j ∈ range (i.val + 1), b (j : ZMod n)
      = (∏ j ∈ range i.val, b (j : ZMod n)) * b i := by
    rw [Finset.prod_range_succ, ZMod.natCast_zmod_val]
  have hstep : ∏ j ∈ range (i + 1).val, b (j : ZMod n)
      = (∏ j ∈ range i.val, b (j : ZMod n)) * b i := by
    rcases Nat.lt_or_ge (i.val + 1) n with h | h
    · have hv : (i + 1).val = i.val + 1 := by
        rw [hi, ZMod.val_natCast, Nat.mod_eq_of_lt h]
      rw [hv, hsucc]
    · -- the last bond closes the ring
      have hn : i.val + 1 = n := by
        have := ZMod.val_lt i
        omega
      have hv : (i + 1).val = 0 := by
        rw [hi, ZMod.val_natCast, hn, Nat.mod_self]
      rw [hv, ← hsucc, hn, hr, Finset.prod_range_zero]
  change (∏ j ∈ range i.val, b (j : ZMod n)) * (∏ j ∈ range (i + 1).val, b (j : ZMod n)) = b i
  rw [hstep, ← mul_assoc, Int.units_mul_self, one_mul]
```

## The bound is attained, with the unsatisfied bond anywhere

Let $|F|$ be odd and choose any bond $k$. Prescribe $b_i=\varepsilon_i$ for $i\ne k$ and $b_k=-\varepsilon_k$. These signs multiply to $-(-1)^{|F|}=1$, so spins realising them exist. Only bond $k$ is unsatisfied, and

$$E=-(n-1)+1=2-n .$$

Take $n=4$, $F=\{3\}$ and $k=1$. The favoured products are $(1,1,1,-1)$, and reversing the one on bond $1$ gives $(1,-1,1,-1)$. The construction yields the spins $(s_0,s_1,s_2,s_3)=(1,1,-1,-1)$, whose energy is

$$E=b_3-(b_0+b_1+b_2)=-1-(1-1+1)=-2=2-4 .$$

In the proof, `hiff` records that bond $k$ is the only unsatisfied one, and `hterm` writes each contribution as $2\delta_{ik}-1$, where $\delta_{ik}$ is $1$ for $i=k$ and $0$ otherwise. Summing over $i$ gives $2-n$.

```lean
/-- For odd `F` and any chosen bond `k`, some configuration leaves only bond `k` unsatisfied
and has energy exactly `2 - n`. -/
theorem ringEnergy_sharp (F : Finset (ZMod n)) (hF : Odd F.card) (k : ZMod n) :
    ∃ s : ZMod n → ℤˣ, (∀ i, bond s i = preferred F i ↔ i ≠ k) ∧
      ringEnergy F (bondValue s) = 2 - (n : ℝ) := by
  have hflip : ∀ u : ℤˣ, u * -1 ≠ u := by decide
  obtain ⟨s, hs⟩ := exists_spins (fun i => preferred F i * (if i = k then -1 else 1)) (by
    rw [Finset.prod_mul_distrib, prod_preferred, hF.neg_one_pow]
    simp)
  have hiff : ∀ i, bond s i = preferred F i ↔ i ≠ k := by
    intro i
    rw [hs i]
    by_cases hik : i = k
    · rw [if_pos hik]
      exact iff_of_false (hflip _) (fun h => h hik)
    · rw [if_neg hik, mul_one]
      exact iff_of_true rfl hik
  refine ⟨s, hiff, ?_⟩
  have hterm : ∀ i, (if bond s i = preferred F i then (-1 : ℝ) else 1)
      = (if i = k then 2 else 0) - 1 := by
    intro i
    by_cases hik : i = k
    · rw [if_neg (fun h => (hiff i).mp h hik), if_pos hik]
      norm_num
    · rw [if_pos ((hiff i).mpr hik), if_neg hik]
      norm_num
  rw [ringEnergy_eq_count, Finset.sum_congr rfl (fun i _ => hterm i), Finset.sum_sub_distrib]
  simp [ZMod.card]
```

## Frustration depends on the parity of |F|

The ring is called frustrated when no configuration satisfies all its bonds. The value $-n$ requires every bond to be satisfied. For odd $|F|$ it is out of reach, since $E\ge2-n>-n$. For even $|F|$ the favoured products themselves multiply to $1$, so some configuration realises $b_i=\varepsilon_i$ on every bond and has $E=-n$. The length of the ring plays no part in this criterion except when it fixes $|F|$, as it does for a ring with antiferromagnetic bonds only. The two directions of the proof use the energy bound and the construction of spins, respectively.

```lean
/-- The energy `-n` is reached by some configuration exactly when the number of
antiferromagnetic bonds is even. -/
theorem unfrustrated_iff (F : Finset (ZMod n)) :
    (∃ s : ZMod n → ℤˣ, ringEnergy F (bondValue s) = -(n : ℝ)) ↔ Even F.card := by
  constructor
  · rintro ⟨s, hs⟩
    by_contra h
    have := ringEnergy_ge F (Nat.not_even_iff_odd.mp h) s
    linarith
  · intro h
    obtain ⟨s, hs⟩ := exists_spins (preferred F) (by rw [prod_preferred, h.neg_one_pow])
    refine ⟨s, ?_⟩
    rw [ringEnergy_eq_count, Finset.sum_congr rfl (fun i _ => if_pos (hs i))]
    simp [ZMod.card]

end

end FrustratedRing
```

```lean
#print axioms FrustratedRing.correlation_ge
#print axioms FrustratedRing.ringEnergy_sharp
#print axioms FrustratedRing.unfrustrated_iff
```

```
'FrustratedRing.correlation_ge' depends on axioms: [propext, Classical.choice, Quot.sound]
'FrustratedRing.ringEnergy_sharp' depends on axioms: [propext, Classical.choice, Quot.sound]
'FrustratedRing.unfrustrated_iff' depends on axioms: [propext, Classical.choice, Quot.sound]
```
